# At fixed volume, an elongated hard-walled box beats the cube for two identical, non-interacting fermions in the same spin state

Put two identical, non-interacting fermions in the same spin state, each with the mass of an electron, into a hard-walled cube of volume 1, in atomic units, and their lowest energy is $9\pi^2/2\approx 44.41$. If the cubic shape was only assumed, this number is about 10.5% too high: a rectangular box of the same volume brings the energy down to $\tfrac{3\pi^2}{2}\,20^{1/3}\approx 40.19$. A shape optimisation that imposes cubic symmetry never finds that box.

The text below follows a Lean file that proves the lower value to be the minimum over all rectangular boxes of the given volume.

## Modes and energies of the box

```lean
import Mathlib

open Real

namespace ConfinedOpenShell

noncomputable section
```

The name `ConfinedOpenShell` describes the situation. In a cube, the first fermion takes the lowest mode and the second must choose among three degenerate modes, so the shell is open.

```lean
/-- Energy, in atomic units, of one particle of electron mass in a hard-walled box with nonzero
sides `a, b, c` and quantum numbers `n`. -/
def level (a b c : ℝ) (n : ℕ × ℕ × ℕ) : ℝ :=
  π ^ 2 / 2 * ((n.1 : ℝ) ^ 2 / a ^ 2 + (n.2.1 : ℝ) ^ 2 / b ^ 2 + (n.2.2 : ℝ) ^ 2 / c ^ 2)
```

A `def` introduces a quantity. Here `a b c : ℝ` are the sides, and `n : ℕ × ℕ × ℕ` is a triple of natural numbers whose entries are written `n.1`, `n.2.1` and `n.2.2`. In ordinary notation,

$$\varepsilon_n=\frac{\pi^2}{2}\left(\frac{n_1^2}{a^2}+\frac{n_2^2}{b^2}+\frac{n_3^2}{c^2}\right).$$

This is the kinetic energy of a standing wave that vanishes at the walls, with wave number $n_1\pi/a$ along the first axis and likewise along the others. The file takes the formula as its starting point and does not derive it from the Schrödinger equation.

```lean
/-- The quantum numbers of a box mode are all at least one. -/
def IsMode (n : ℕ × ℕ × ℕ) : Prop := 1 ≤ n.1 ∧ 1 ≤ n.2.1 ∧ 1 ≤ n.2.2
```

`Prop` is the type of statements, so `IsMode n` is a condition on `n`. It excludes a zero quantum number, for which the standing wave would vanish everywhere.

```lean
/-- Energy of two fermions in the modes (1,1,1) and (2,1,1) of a box with nonzero sides. -/
def openShell (a b c : ℝ) : ℝ := level a b c (1, 1, 1) + level a b c (2, 1, 1)
```

One fermion sits in $(1,1,1)$ and the other in $(2,1,1)$, which is excited along the first side. The first argument of `openShell` is therefore always the side that carries the excitation.

```lean
/-- The open-shell energy as an explicit function of the sides. -/
theorem openShell_eq (a b c : ℝ) :
    openShell a b c = π ^ 2 / 2 * (5 / a ^ 2 + 2 / b ^ 2 + 2 / c ^ 2) := by
  simp only [openShell, level, Nat.cast_one, Nat.cast_ofNat]
  ring
```

A `theorem` gives a statement, and its proof follows `:=`. Adding the squares axis by axis gives $1+4=5$, $1+1=2$ and $1+1=2$, so

$$E(a,b,c)=\frac{\pi^2}{2}\left(\frac5{a^2}+\frac2{b^2}+\frac2{c^2}\right).$$

The tactic `simp only` unfolds the definitions, and `ring` does the algebra.

## Three positive numbers with a fixed product

```lean
/-- Three positive numbers with product `k³`, `k > 0`, have sum at least `3k`, with equality
exactly when they coincide. -/
theorem three_term_mean {u v w k : ℝ} (hu : 0 < u) (hv : 0 < v) (hw : 0 < w) (hk : 0 < k)
    (h : u * v * w = k ^ 3) :
    3 * k ≤ u + v + w ∧ (u + v + w = 3 * k ↔ u = v ∧ v = w) := by
  -- the difference of the cubes is a sum of non-negative terms
  have key : (u + v + w) ^ 3 - (3 * k) ^ 3 =
      (u + v + w) / 2 * ((u - v) ^ 2 + (v - w) ^ 2 + (u - w) ^ 2)
        + 3 * (u * (v - w) ^ 2 + v * (u - w) ^ 2 + w * (u - v) ^ 2) := by
    linear_combination 27 * h
  have h1 : 0 ≤ 3 * (u * (v - w) ^ 2 + v * (u - w) ^ 2 + w * (u - v) ^ 2) := by positivity
  refine ⟨?_, ?_, ?_⟩
  · by_contra hlt
    have h2 := pow_lt_pow_left₀ (not_le.mp hlt) (by positivity) three_ne_zero
    have h3 : 0 ≤ (u + v + w) / 2 * ((u - v) ^ 2 + (v - w) ^ 2 + (u - w) ^ 2) := by positivity
    linarith
  · intro he
    rw [he] at key
    have hS : (u - v) ^ 2 + (v - w) ^ 2 + (u - w) ^ 2 ≤ 0 := by
      by_contra hc
      have h2 := mul_pos (by positivity : 0 < 3 * k / 2) (not_le.mp hc)
      linarith
    exact ⟨by nlinarith [sq_nonneg (v - w), sq_nonneg (u - w)],
      by nlinarith [sq_nonneg (u - v), sq_nonneg (u - w)]⟩
  · rintro ⟨h2, h3⟩
    have h4 : u ^ 3 = k ^ 3 := by
      rw [← h, ← h3, ← h2]
      ring
    linarith [(pow_left_inj₀ hu.le hk.le three_ne_zero).mp h4]
```

The hypotheses are $u,v,w,k>0$ and $uvw=k^3$. The conclusion has two parts, joined by `∧` ("and"): $u+v+w\ge 3k$, and equality holds if and only if (`↔`) $u=v=w$.

By hand, write $S=u+v+w$ and expand:

$$S^3-27uvw=\frac S2\left[(u-v)^2+(v-w)^2+(u-w)^2\right]+3\left[u(v-w)^2+v(u-w)^2+w(u-v)^2\right].$$

Since $27uvw=(3k)^3$, the left side is $S^3-(3k)^3$. This is `key` in the proof, where `linear_combination 27 * h` inserts the product condition.

- **Inequality.** If $S<3k$, the left side would be negative, but the right side is not. The proof assumes the contrary with `by_contra`, and `linarith` finds the contradiction.
- **Equality forces equal terms.** If $S=3k$, the left side is zero, so both non-negative parts on the right vanish. As $S>0$, the squared differences in the first part are zero, so $u=v=w$. The `nlinarith` calls draw this last conclusion.
- **Equal terms give equality.** If $u=v=w$, then $u^3=k^3$, hence $u=k$ and $S=3k$.

```lean
/-- The real number `20^(1/3)` has cube 20. -/
theorem cbrt_twenty : ((20 : ℝ) ^ (1 / 3 : ℝ)) ^ 3 = 20 := by
  rw [← Real.rpow_natCast, ← Real.rpow_mul (by norm_num)]
  norm_num
```

The real power $20^{1/3}$ is defined for general exponents, so its cube needs a short proof: $(20^{1/3})^3=20^{1}=20$.

## The best box for one choice of modes

```lean
/-- In a box of volume `L³` the open-shell energy is at least `(3π²/2) 20^(1/3) / L²`, with
equality exactly when `b = c` and `a² = (5/2) b²`. -/
theorem openShell_bound {a b c L : ℝ} (ha : 0 < a) (hb : 0 < b) (hc : 0 < c) (hL : 0 < L)
    (hV : a * b * c = L ^ 3) :
    3 * π ^ 2 / 2 * (20 : ℝ) ^ (1 / 3 : ℝ) / L ^ 2 ≤ openShell a b c ∧
    (openShell a b c = 3 * π ^ 2 / 2 * (20 : ℝ) ^ (1 / 3 : ℝ) / L ^ 2 ↔
      b = c ∧ a ^ 2 = 5 / 2 * b ^ 2) := by
  have hk := cbrt_twenty
  have hk0 : 0 < (20 : ℝ) ^ (1 / 3 : ℝ) := by positivity
  set k := (20 : ℝ) ^ (1 / 3 : ℝ)
  have ha2 : a ^ 2 ≠ 0 := by positivity
  have hb2 : b ^ 2 ≠ 0 := by positivity
  have hc2 : c ^ 2 ≠ 0 := by positivity
  -- fixed volume fixes the product of the three terms
  have hp : 5 / a ^ 2 * (2 / b ^ 2) * (2 / c ^ 2) = (k / L ^ 2) ^ 3 := by
    have h0 : (k / L ^ 2) ^ 3 = 20 / (a * b * c) ^ 2 := by
      rw [hV, div_pow, hk]
      ring
    rw [h0]
    ring
  obtain ⟨h1, h2⟩ := three_term_mean (by positivity) (by positivity) (by positivity)
    (by positivity) hp
  have hpi : 0 < π ^ 2 / 2 := by positivity
  have hr : 3 * π ^ 2 / 2 * k / L ^ 2 = π ^ 2 / 2 * (3 * (k / L ^ 2)) := by ring
  rw [openShell_eq, hr]
  refine ⟨mul_le_mul_of_nonneg_left h1 hpi.le, ?_⟩
  rw [mul_right_inj' hpi.ne', h2, div_eq_div_iff ha2 hb2, div_eq_div_iff hb2 hc2]
  constructor
  · rintro ⟨e1, e2⟩
    exact ⟨(pow_left_inj₀ hb.le hc.le two_ne_zero).mp (by linarith), by linarith⟩
  · rintro ⟨e1, e2⟩
    exact ⟨by linarith, by rw [e1]⟩
```

For positive sides with $abc=L^3$, where $L>0$ is the side of the cube of equal volume,

$$E(a,b,c)\ \ge\ \frac{3\pi^2}{2}\,\frac{20^{1/3}}{L^2},$$

with equality if and only if $b=c$ and $a^2=\tfrac52b^2$.

By hand, set $u=5/a^2$, $v=2/b^2$ and $w=2/c^2$. Their product is fixed by the volume:

$$uvw=\frac{20}{(abc)^2}=\frac{20}{L^6}=\left(\frac{20^{1/3}}{L^2}\right)^3.$$

The previous inequality gives $u+v+w\ge 3\cdot20^{1/3}/L^2$, and multiplication by $\pi^2/2$ gives the bound. Equality means $5/a^2=2/b^2=2/c^2$. The first equation is $a^2=\tfrac52b^2$; the second is $b^2=c^2$, hence $b=c$ for positive sides.

In the proof, `k` abbreviates $20^{1/3}$, and `hp` is the product computation. The lemma `div_eq_div_iff` cross-multiplies the equality conditions, and `pow_left_inj₀` passes from equal squares to equal sides.

## All pairs of modes and all boxes

```lean
/-- Two fermions in distinct modes have at least the open-shell energy with the excitation along
one of the three axes. -/
theorem pair_ge (a b c : ℝ) {m n : ℕ × ℕ × ℕ} (hm : IsMode m) (hn : IsMode n) (hne : m ≠ n) :
    openShell a b c ≤ level a b c m + level a b c n ∨
    openShell b a c ≤ level a b c m + level a b c n ∨
    openShell c a b ≤ level a b c m + level a b c n := by
  obtain ⟨m1, m2, m3⟩ := m
  obtain ⟨n1, n2, n3⟩ := n
  obtain ⟨p1, p2, p3⟩ := hm
  obtain ⟨q1, q2, q3⟩ := hn
  have two : ∀ p q : ℕ, 1 ≤ p → 1 ≤ q → (2 : ℝ) ≤ (p : ℝ) ^ 2 + (q : ℝ) ^ 2 := by
    intro p q hp hq
    exact_mod_cast (by nlinarith : 2 ≤ p ^ 2 + q ^ 2)
  -- unequal quantum numbers cost at least 1 + 4
  have five : ∀ p q : ℕ, 1 ≤ p → 1 ≤ q → p ≠ q → (5 : ℝ) ≤ (p : ℝ) ^ 2 + (q : ℝ) ^ 2 := by
    intro p q hp hq hpq
    rcases lt_or_gt_of_ne hpq with h | h <;>
      exact_mod_cast (by nlinarith : 5 ≤ p ^ 2 + q ^ 2)
  have comb : ∀ {A B C : ℝ}, A ≤ (m1 : ℝ) ^ 2 + (n1 : ℝ) ^ 2 → B ≤ (m2 : ℝ) ^ 2 + (n2 : ℝ) ^ 2 →
      C ≤ (m3 : ℝ) ^ 2 + (n3 : ℝ) ^ 2 → π ^ 2 / 2 * (A / a ^ 2 + B / b ^ 2 + C / c ^ 2) ≤
        level a b c (m1, m2, m3) + level a b c (n1, n2, n3) := by
    intro A B C hA hB hC
    have e : level a b c (m1, m2, m3) + level a b c (n1, n2, n3) =
        π ^ 2 / 2 * (((m1 : ℝ) ^ 2 + (n1 : ℝ) ^ 2) / a ^ 2 + ((m2 : ℝ) ^ 2 + (n2 : ℝ) ^ 2) / b ^ 2
          + ((m3 : ℝ) ^ 2 + (n3 : ℝ) ^ 2) / c ^ 2) := by
      simp only [level]
      ring
    rw [e]
    gcongr
  by_cases h1 : m1 = n1
  · by_cases h2 : m2 = n2
    · have h3 : m3 ≠ n3 := fun h3 => hne (by rw [h1, h2, h3])
      refine Or.inr (Or.inr (le_of_eq_of_le ?_
        (comb (two _ _ p1 q1) (two _ _ p2 q2) (five _ _ p3 q3 h3))))
      rw [openShell_eq]
      ring
    · refine Or.inr (Or.inl (le_of_eq_of_le ?_
        (comb (two _ _ p1 q1) (five _ _ p2 q2 h2) (two _ _ p3 q3))))
      rw [openShell_eq]
      ring
  · exact Or.inl (le_of_eq_of_le (openShell_eq a b c)
      (comb (five _ _ p1 q1 h1) (two _ _ p2 q2) (two _ _ p3 q3)))
```

So far the modes were prescribed. Now `m` and `n` are any two modes, and `hne : m ≠ n` is the Pauli principle for identical fermions in the same spin state. The theorem says that their total energy is at least $E(a,b,c)$, or at least $E(b,a,c)$, or at least $E(c,a,b)$.

By hand, two different triples differ in at least one entry. Along that axis the squares sum to at least $1^2+2^2=5$, and along the other two to at least $1^2+1^2=2$. This is the open-shell energy with the excitation along the differing axis.

The auxiliary facts `two` and `five` are these two estimates, and `comb` turns them into an estimate of the energy. The `by_cases` steps then look for the first entry in which the triples differ.

```lean
/-- Over all boxes of volume `L³`, `L > 0`, and all pairs of distinct modes, the least
two-fermion energy is `(3π²/2) 20^(1/3) / L²`. -/
theorem optimal_shape {L : ℝ} (hL : 0 < L) :
    IsLeast {E : ℝ | ∃ a b c : ℝ, 0 < a ∧ 0 < b ∧ 0 < c ∧ a * b * c = L ^ 3 ∧
      ∃ m n, IsMode m ∧ IsMode n ∧ m ≠ n ∧ E = level a b c m + level a b c n}
      (3 * π ^ 2 / 2 * (20 : ℝ) ^ (1 / 3 : ℝ) / L ^ 2) := by
  constructor
  · -- the optimal box has sides L s², L/s, L/s with s⁶ = 5/2
    obtain ⟨s, hs0, hs⟩ : ∃ s : ℝ, 0 < s ∧ s ^ 6 = 5 / 2 :=
      ⟨(5 / 2 : ℝ) ^ (1 / 6 : ℝ), by positivity, by
        rw [← Real.rpow_natCast, ← Real.rpow_mul (by norm_num)]
        norm_num⟩
    have hV : L * s ^ 2 * (L / s) * (L / s) = L ^ 3 := by field_simp
    have hr : (L * s ^ 2) ^ 2 = 5 / 2 * (L / s) ^ 2 := by
      rw [← hs]
      field_simp
    refine ⟨L * s ^ 2, L / s, L / s, by positivity, by positivity, by positivity, hV,
      (1, 1, 1), (2, 1, 1), by simp [IsMode], by simp [IsMode], by simp, ?_⟩
    exact ((openShell_bound (by positivity) (by positivity) (by positivity) hL hV).2.mpr
      ⟨rfl, hr⟩).symm
  · rintro E ⟨a, b, c, ha, hb, hc, hV, m, n, hm, hn, hne, rfl⟩
    rcases pair_ge a b c hm hn hne with h | h | h
    · exact (openShell_bound ha hb hc hL hV).1.trans h
    · exact (openShell_bound hb ha hc hL (by rw [← hV]; ring)).1.trans h
    · exact (openShell_bound hc ha hb hL (by rw [← hV]; ring)).1.trans h
```

The set in braces contains every energy `E` that two fermions in distinct modes can have in some box of volume $L^3$. `IsLeast` states that the given value belongs to this set and that no element lies below it.

For membership, take sides $Ls^2,\ L/s,\ L/s$ with $s^6=\tfrac52$. The volume is $L^3$, and $(Ls^2)^2=s^6(L/s)^2=\tfrac52(L/s)^2$, so the equality condition holds. For $L=1$ the sides are about $1.357$, $0.858$ and $0.858$. For the lower bound, `pair_ge` leaves three cases, and `openShell_bound` settles each of them with the sides in the matching order.

The lower bound fails without the condition `m ≠ n`. With both particles in $(1,1,1)$, the cube has energy $3\pi^2/L^2\approx 29.6/L^2$, well below $40.19/L^2$.

## The cube is higher, and not even stationary

```lean
/-- The open-shell energy of the cube of side `L > 0` is `9π²/(2L²)`, strictly above
`(3π²/2) 20^(1/3) / L²`. -/
theorem cube_not_optimal {L : ℝ} (hL : 0 < L) :
    openShell L L L = 9 * π ^ 2 / 2 / L ^ 2 ∧
    3 * π ^ 2 / 2 * (20 : ℝ) ^ (1 / 3 : ℝ) / L ^ 2 < openShell L L L := by
  have e : openShell L L L = 3 * π ^ 2 / 2 * 3 / L ^ 2 := by
    rw [openShell_eq]
    ring
  -- 20 < 27, so the cube root is below 3
  have hk3 : (20 : ℝ) ^ (1 / 3 : ℝ) < 3 := by
    by_contra hc
    have h := pow_le_pow_left₀ (by norm_num : (0 : ℝ) ≤ 3) (not_lt.mp hc) 3
    rw [cbrt_twenty] at h
    norm_num at h
  rw [e]
  exact ⟨by ring, div_lt_div_of_pos_right
    (mul_lt_mul_of_pos_left hk3 (by positivity)) (by positivity)⟩
```

With $a=b=c=L$ the bracket is $9/L^2$, so the energy is $9\pi^2/(2L^2)$. Because $20<27$, we have $20^{1/3}<3$, and the minimum lies strictly below the cube's value. In a cube the three alternatives of `pair_ge` coincide, so $9\pi^2/(2L^2)$ is also the lowest energy that two such fermions can have there.

```lean
/-- Under the stretch of a cube of side `L ≠ 0` to sides `L s², L/s, L/s`, the open-shell energy
has derivative `-6π²/L²` at `s = 1`. -/
theorem elongation_slope (L : ℝ) :
    HasDerivAt (fun s : ℝ => openShell (L * s ^ 2) (L / s) (L / s)) (-(6 * π ^ 2 / L ^ 2)) 1 := by
  have hf : (fun s : ℝ => openShell (L * s ^ 2) (L / s) (L / s)) =
      fun s : ℝ => π ^ 2 / 2 / L ^ 2 * (5 / s ^ 4 + 4 * s ^ 2) := by
    funext s
    rw [openShell_eq]
    simp only [div_eq_mul_inv, mul_pow, mul_inv, inv_pow, inv_inv]
    ring
  have h : HasDerivAt (fun s : ℝ => 5 / s ^ 4 + 4 * s ^ 2) (-12) 1 :=
    (((hasDerivAt_const (1 : ℝ) (5 : ℝ)).fun_div (hasDerivAt_pow 4 (1 : ℝ))
      (by norm_num)).fun_add ((hasDerivAt_pow 2 (1 : ℝ)).const_mul 4)).congr_deriv (by norm_num)
  rw [hf]
  exact (h.const_mul (π ^ 2 / 2 / L ^ 2)).congr_deriv (by ring)

end

end ConfinedOpenShell
```

`HasDerivAt f f' x` says that the function `f` has derivative `f'` at `x`. Here the cube is stretched at constant volume to sides $Ls^2,\ L/s,\ L/s$, with the modes kept fixed:

$$E(s)=\frac{\pi^2}{2L^2}\left(\frac5{s^4}+4s^2\right),\qquad E'(1)=\frac{\pi^2}{2L^2}(-20+8)=-\frac{6\pi^2}{L^2}.$$

In the proof, `hf` rewrites the energy in this form and `h` finds the derivative $-12$ of the bracket. The theorem sets no condition on `L`, but it has physical meaning only for `L > 0`.

The slope is not zero, so the energy falls in first order as the cube elongates along the excited axis. This is a simple model, without interactions, of how an open shell can lower its energy by giving up a symmetric shape.

If the shape of this model box is relaxed at fixed volume, starting from the cube with these modes occupied, minus this slope is the force along $s$ at the first step. For $L=1$, a stretch to $s=1.05$ lowers the energy from $44.41$ to about $42.06$. The force depends on the occupations, however. If the second fermion is spread evenly over the three degenerate modes, one third in each, the bracket becomes $3/s^4+6s^2$. Its slope at $s=1$ is zero, and a relaxation with these occupations held fixed stays at the cube. This comparison is ordinary calculus added here, not part of the Lean file.

The theorems concern rectangular boxes with hard walls and particles that do not interact. They say nothing about other shapes, or about how repulsion between the fermions would shift the best proportions.

```lean
#print axioms ConfinedOpenShell.optimal_shape
#print axioms ConfinedOpenShell.cube_not_optimal
#print axioms ConfinedOpenShell.elongation_slope
```

```
'ConfinedOpenShell.optimal_shape' depends on axioms: [propext, Classical.choice, Quot.sound]
'ConfinedOpenShell.cube_not_optimal' depends on axioms: [propext, Classical.choice, Quot.sound]
'ConfinedOpenShell.elongation_slope' depends on axioms: [propext, Classical.choice, Quot.sound]
```
